# For two spins 1 with $X=\mathbf J_1\cdot\mathbf J_2$, the matrix $(X^2-1)/3$ is the orthogonal projector onto the singlet

When I set up a spin-1 model with a biquadratic term $K(\mathbf J_1\cdot\mathbf J_2)^2$ on a bond, I replace that term by $K+3KP$, where $P$ projects the two spins onto their singlet. The replacement rests on the claim that, with $\hbar=1$ and $X=\sum_a J_a\otimes J_a$ for $a=x,y,z$, the $9\times9$ matrix $(X^2-1)/3$ is exactly this projector. I would like to see that made rigorous and machine-checked, starting from the explicit spin-1 matrices. I would also like to know that the state it selects really has zero total spin, and isn't merely called a singlet.

## Squaring $X$ leaves the identity plus one rank-one term

Both claims are true, and both are proved in the Lean file below. For two spins 1 in isolation, the result says that the biquadratic term shifts the singlet by $3K$ relative to all states orthogonal to it and does nothing else, apart from adding the constant $K$.

Set $\hbar=1$ and write $|m_1,m_2\rangle$ for the product basis, with each $m$ equal to $1$, $0$ or $-1$. Let $S=J_+/\sqrt2$, so that $S|{-1}\rangle=|0\rangle$, $S|0\rangle=|1\rangle$ and $S|1\rangle=0$. Its transpose $S^T$ lowers. Then

$$J_x=\tfrac{1}{\sqrt2}(S+S^T),\qquad J_y=\tfrac{-i}{\sqrt2}(S-S^T).$$

In $J_x\otimes J_x+J_y\otimes J_y$ the terms $S\otimes S$ and $S^T\otimes S^T$ cancel, and the mixed terms add:

$$X=J_z\otimes J_z+S\otimes S^T+S^T\otimes S.$$

All entries are now integers, and $X$ preserves $M=m_1+m_2$. For $M=\pm2$ it acts as $1$. For $M=\pm1$ it swaps the two basis states. In all these sectors $X^2=1$. For $M=0$, in the order $|1,-1\rangle,|0,0\rangle,|{-1},1\rangle$,

$$X=\begin{pmatrix}-1&1&0\\1&0&1\\0&1&-1\end{pmatrix},\qquad
X^2=\begin{pmatrix}2&-1&1\\-1&2&-1\\1&-1&2\end{pmatrix}.$$

Let $s=|1,-1\rangle-|0,0\rangle+|{-1},1\rangle$. The second matrix is the identity plus the outer product of $(1,-1,1)$ with itself, so on the whole space

$$X^2=1+|s\rangle\langle s|,\qquad P:=\frac{X^2-1}{3}=\frac{|s\rangle\langle s|}{3}.$$

Since $\langle s|s\rangle=3$, the normalised singlet is $s/\sqrt3$. The matrix $P$ is Hermitian, and $P^2=|s\rangle\langle s|s\rangle\langle s|/9=P$. Every $Pv=\tfrac13\langle s|v\rangle\,s$ is a multiple of $s$, and $Ps=s$, so the range is the line spanned by $s$.

## The fixed states are those with zero total spin

Write $J_a^{\rm tot}=J_a\otimes1+1\otimes J_a$. Each particle has $\mathbf J^2=j(j+1)=2$, so the squared total spin is

$$T=\sum_a (J_a^{\rm tot})^2=2+2+2X=4+2X.$$

Multiplying out $(X-2)(4+2X)=2X^2-8$ gives

$$P=1+\tfrac16(X-2)\,T.$$

If all three components $J_a^{\rm tot}$ annihilate $v$, then $Tv=0$ and hence $Pv=v$.

Conversely, $Pv=v$ makes $v$ a multiple of $s$, so it is enough to treat $s$. Every term of $s$ has $M=0$, so $J_z^{\rm tot}s=0$. Raising gives

$$(S\otimes1+1\otimes S)s=|1,0\rangle-|1,0\rangle-|0,1\rangle+|0,1\rangle=0,$$

and lowering gives

$$(S^T\otimes1+1\otimes S^T)s=|0,-1\rangle-|{-1},0\rangle-|0,-1\rangle+|{-1},0\rangle=0.$$

The $x$ and $y$ components are linear combinations of these two operators, so they annihilate $s$ as well.

## One product state, and the same formula for spin 1/2

Take $v=|0,0\rangle$, both spins with $m=0$. Then $Xv=|1,-1\rangle+|{-1},1\rangle$ and $X^2v=-|1,-1\rangle+2|0,0\rangle-|{-1},1\rangle$. Therefore

$$Pv=\tfrac13\bigl(-|1,-1\rangle+|0,0\rangle-|{-1},1\rangle\bigr)=-\tfrac13 s.$$

Its squared norm is $3/9=1/3$, the probability of finding this product state in the singlet. The state satisfies $J_z^{\rm tot}v=0$ but is not fixed by $P$, so the $z$ component alone does not detect zero total spin.

The formula depends on the spin length. For two spins $1/2$, $X$ equals $-3/4$ on the singlet, and $(X^2-1)/3$ equals $(9/16-1)/3=-7/48$ there. A projector has only the eigenvalues $0$ and $1$, so the same expression is no projector for spin $1/2$.

## The Lean file and what its theorems say

```lean
import Mathlib

open Matrix
open scoped Kronecker

namespace SpinOneSinglet

noncomputable section

/-- The number `1/√2` that multiplies the spin-1 matrices `Jx` and `Jy`. -/
def halfRoot : ℂ := (((√2)⁻¹ : ℝ) : ℂ)

/-- The spin-1 matrix `Jx` in the basis `m = 1, 0, -1`, with `ħ = 1`. -/
def spinX : Matrix (Fin 3) (Fin 3) ℂ := halfRoot • !![0, 1, 0; 1, 0, 1; 0, 1, 0]

/-- The spin-1 matrix `Jy` in the basis `m = 1, 0, -1`. -/
def spinY : Matrix (Fin 3) (Fin 3) ℂ :=
  halfRoot • !![0, -Complex.I, 0; Complex.I, 0, -Complex.I; 0, Complex.I, 0]

/-- The spin-1 matrix `Jz` in the basis `m = 1, 0, -1`. -/
def spinZ : Matrix (Fin 3) (Fin 3) ℂ := !![1, 0, 0; 0, 0, 0; 0, 0, -1]

/-- The bilinear coupling `X = Jx ⊗ Jx + Jy ⊗ Jy + Jz ⊗ Jz` of two spins 1. -/
def coupling : Matrix (Fin 3 × Fin 3) (Fin 3 × Fin 3) ℂ :=
  spinX ⊗ₖ spinX + spinY ⊗ₖ spinY + spinZ ⊗ₖ spinZ

/-- The two-particle total `A ⊗ 1 + 1 ⊗ A` of a one-particle observable `A`. -/
def total (A : Matrix (Fin 3) (Fin 3) ℂ) : Matrix (Fin 3 × Fin 3) (Fin 3 × Fin 3) ℂ :=
  A ⊗ₖ (1 : Matrix (Fin 3) (Fin 3) ℂ) + (1 : Matrix (Fin 3) (Fin 3) ℂ) ⊗ₖ A

/-- The raising matrix `J₊` divided by `√2`, with integer entries. -/
def step : Matrix (Fin 3) (Fin 3) ℤ := !![0, 1, 0; 0, 0, 1; 0, 0, 0]

/-- The matrix `Jz` with integer entries. -/
def weight : Matrix (Fin 3) (Fin 3) ℤ := !![1, 0, 0; 0, 0, 0; 0, 0, -1]

/-- The ladder form `Jz ⊗ Jz + (J₊ ⊗ J₋ + J₋ ⊗ J₊)/2` of the coupling, with integer entries. -/
def ladderForm (p q : Fin 3 × Fin 3) : ℤ :=
  weight p.1 q.1 * weight p.2 q.2 + step p.1 q.1 * step q.2 p.2 + step q.1 p.1 * step p.2 q.2

/-- The integer amplitudes of `|1,-1⟩ - |0,0⟩ + |-1,1⟩`. -/
def amplitude (p : Fin 3 × Fin 3) : ℤ :=
  (!![0, 0, 1; 0, -1, 0; 1, 0, 0] : Matrix (Fin 3) (Fin 3) ℤ) p.1 p.2

/-- The unnormalised singlet `|1,-1⟩ - |0,0⟩ + |-1,1⟩`. -/
def singlet (p : Fin 3 × Fin 3) : ℂ := (amplitude p : ℂ)

/-- The operator `(X² - 1)/3` built from the coupling `X`. -/
def singletProjector : Matrix (Fin 3 × Fin 3) (Fin 3 × Fin 3) ℂ :=
  (1 / 3 : ℂ) • (coupling * coupling - 1)

/-- The square of `1/√2` is `1/2`. -/
theorem halfRoot_mul_self : halfRoot * halfRoot = 1 / 2 := by
  rw [halfRoot, ← Complex.ofReal_mul, ← mul_inv, Real.mul_self_sqrt (by norm_num)]
  norm_num

/-- The three matrices obey the angular momentum commutation relations. -/
theorem spin_commutators :
    spinX * spinY - spinY * spinX = Complex.I • spinZ ∧
    spinY * spinZ - spinZ * spinY = Complex.I • spinX ∧
    spinZ * spinX - spinX * spinZ = Complex.I • spinY := by
  refine ⟨?_, ?_, ?_⟩
  · simp only [spinX, spinY, Matrix.smul_mul, Matrix.mul_smul, smul_smul, halfRoot_mul_self]
    ext i j
    fin_cases i <;> fin_cases j <;>
      simp [spinZ] <;> ring
  · rw [spinX, spinY, Matrix.smul_mul, Matrix.mul_smul, ← smul_sub, smul_comm Complex.I halfRoot]
    congr 1
    ext i j
    fin_cases i <;> fin_cases j <;> simp [spinZ]
  · rw [spinX, spinY, Matrix.smul_mul, Matrix.mul_smul, ← smul_sub, smul_comm Complex.I halfRoot]
    congr 1
    ext i j
    fin_cases i <;> fin_cases j <;> simp [spinZ]

/-- The squared spin of one particle is `j(j+1) = 2`. -/
theorem spin_casimir :
    spinX * spinX + spinY * spinY + spinZ * spinZ = (2 : ℂ) • 1 := by
  simp only [spinX, spinY, Matrix.smul_mul, Matrix.mul_smul, smul_smul, halfRoot_mul_self]
  ext i j
  fin_cases i <;> fin_cases j <;>
    simp [spinZ, Matrix.one_apply] <;> norm_num

/-- The coupling `X` equals its ladder form, entry by entry. -/
theorem coupling_apply (p q : Fin 3 × Fin 3) : coupling p q = (ladderForm p q : ℂ) := by
  have hx : ∀ i k, spinX i k = halfRoot * ((step i k : ℂ) + (step k i : ℂ)) := by
    intro i k
    fin_cases i <;> fin_cases k <;> simp [spinX, step]
  have hy : ∀ i k, spinY i k =
      halfRoot * (-Complex.I * ((step i k : ℂ) - (step k i : ℂ))) := by
    intro i k
    fin_cases i <;> fin_cases k <;> simp [spinY, step]
  have hz : ∀ i k, spinZ i k = (weight i k : ℂ) := by
    intro i k
    fin_cases i <;> fin_cases k <;> simp [spinZ, weight]
  simp only [coupling, Matrix.add_apply, Matrix.kroneckerMap_apply, hx, hy, hz, ladderForm]
  push_cast
  -- the terms that raise or lower both spins cancel between `Jx ⊗ Jx` and `Jy ⊗ Jy`
  linear_combination
    halfRoot * halfRoot * ((step p.1 q.1 : ℂ) - step q.1 p.1) *
      ((step p.2 q.2 : ℂ) - step q.2 p.2) * Complex.I_mul_I +
    2 * ((step p.1 q.1 : ℂ) * step q.2 p.2 + (step q.1 p.1 : ℂ) * step p.2 q.2) *
      halfRoot_mul_self

/-- The entries of `(X² - 1)/3` are one third of the products of amplitudes of the unnormalised
singlet. -/
theorem singletProjector_apply (p q : Fin 3 × Fin 3) :
    singletProjector p q = 1 / 3 * (singlet p * singlet q) := by
  -- the square of the integer matrix is a finite computation
  have key : ∀ p q : Fin 3 × Fin 3, ∑ r, ladderForm p r * ladderForm r q =
      (if p = q then 1 else 0) + amplitude p * amplitude q := by decide +kernel
  have h := congrArg (fun n : ℤ => (n : ℂ)) (key p q)
  push_cast at h
  simp only [singletProjector, Matrix.smul_apply, Matrix.sub_apply, Matrix.mul_apply,
    coupling_apply, Matrix.one_apply, smul_eq_mul, singlet]
  rw [h]
  ring

/-- The unnormalised singlet, whose amplitudes are real, has squared norm 3. -/
theorem singlet_dot : singlet ⬝ᵥ singlet = 3 := by
  have key : ∑ p, amplitude p * amplitude p = 3 := by decide +kernel
  have h := congrArg (fun n : ℤ => (n : ℂ)) key
  push_cast at h
  simpa only [dotProduct, singlet] using h

/-- `(X² - 1)/3` sends a vector `v` to one third of `singlet ⬝ᵥ v` times `singlet`, where `singlet`
is the unnormalised singlet. -/
theorem singletProjector_mulVec (v : Fin 3 × Fin 3 → ℂ) :
    singletProjector *ᵥ v = (1 / 3 * (singlet ⬝ᵥ v)) • singlet := by
  ext p
  simp only [Matrix.mulVec, dotProduct, singletProjector_apply, Pi.smul_apply, smul_eq_mul,
    Finset.mul_sum, Finset.sum_mul]
  exact Finset.sum_congr rfl fun q _ => by ring

/-- The squared total spin of the pair is `4 + 2X`. -/
theorem total_spin_sq :
    total spinX * total spinX + total spinY * total spinY + total spinZ * total spinZ =
      (4 : ℂ) • 1 + (2 : ℂ) • coupling := by
  have sq : ∀ A : Matrix (Fin 3) (Fin 3) ℂ, total A * total A =
      (A * A) ⊗ₖ (1 : Matrix (Fin 3) (Fin 3) ℂ) + (1 : Matrix (Fin 3) (Fin 3) ℂ) ⊗ₖ (A * A)
        + (2 : ℂ) • (A ⊗ₖ A) := by
    intro A
    simp only [total, add_mul, mul_add, ← Matrix.mul_kronecker_mul, one_mul, mul_one]
    module
  have e1 := congrArg (fun M => M ⊗ₖ (1 : Matrix (Fin 3) (Fin 3) ℂ)) spin_casimir
  have e2 := congrArg (fun M => (1 : Matrix (Fin 3) (Fin 3) ℂ) ⊗ₖ M) spin_casimir
  simp only [Matrix.add_kronecker, Matrix.smul_kronecker, Matrix.one_kronecker_one] at e1
  simp only [Matrix.kronecker_add, Matrix.kronecker_smul, Matrix.one_kronecker_one] at e2
  rw [sq, sq, sq, coupling]
  linear_combination (norm := module) e1 + e2

/-- For two spins 1, `(X² - 1)/3` is Hermitian and idempotent, and its range is the
one-dimensional space spanned by the singlet. -/
theorem singletProjector_isProjector :
    singletProjector.IsHermitian ∧ singletProjector * singletProjector = singletProjector ∧
    LinearMap.range singletProjector.mulVecLin = Submodule.span ℂ {singlet} ∧
    Module.finrank ℂ (LinearMap.range singletProjector.mulVecLin) = 1 := by
  have hrange : LinearMap.range singletProjector.mulVecLin = Submodule.span ℂ {singlet} := by
    apply le_antisymm
    · rintro _ ⟨v, rfl⟩
      rw [Matrix.mulVecLin_apply, singletProjector_mulVec]
      exact Submodule.smul_mem _ _ (Submodule.mem_span_singleton_self _)
    · rw [Submodule.span_singleton_le_iff_mem]
      exact ⟨singlet, by
        rw [Matrix.mulVecLin_apply, singletProjector_mulVec, singlet_dot]; norm_num⟩
  have hne : singlet ≠ 0 := by
    intro h
    have h3 := singlet_dot
    rw [h] at h3
    simp at h3
  refine ⟨Matrix.IsHermitian.ext fun p q => ?_, ?_, hrange, ?_⟩
  · rw [singletProjector_apply, singletProjector_apply]
    simp [singlet, mul_comm]
  · ext p q
    have hs : ∑ r, singlet r * singlet r = 3 := singlet_dot
    simp only [Matrix.mul_apply, singletProjector_apply]
    calc _ = ∑ r, (1 / 9 * singlet p * singlet q) * (singlet r * singlet r) :=
          Finset.sum_congr rfl fun r _ => by ring
      _ = _ := by rw [← Finset.mul_sum, hs]; ring
  · rw [hrange]
    exact finrank_span_singleton hne

/-- A two-particle state is left unchanged by `(X² - 1)/3` exactly when every component of the
total spin annihilates it. -/
theorem singletProjector_fixed_iff (v : Fin 3 × Fin 3 → ℂ) :
    singletProjector *ᵥ v = v ↔
      total spinX *ᵥ v = 0 ∧ total spinY *ᵥ v = 0 ∧ total spinZ *ᵥ v = 0 := by
  constructor
  · intro h
    have hx : total spinX *ᵥ singlet = 0 := by
      ext ⟨i, j⟩
      fin_cases i <;> fin_cases j <;> simp [total, Matrix.mulVec, dotProduct,
        Fintype.sum_prod_type, Fin.sum_univ_three, Matrix.one_apply, singlet, amplitude, spinX]
    have hy : total spinY *ᵥ singlet = 0 := by
      ext ⟨i, j⟩
      fin_cases i <;> fin_cases j <;> simp [total, Matrix.mulVec, dotProduct,
        Fintype.sum_prod_type, Fin.sum_univ_three, Matrix.one_apply, singlet, amplitude, spinY]
    have hz : total spinZ *ᵥ singlet = 0 := by
      ext ⟨i, j⟩
      fin_cases i <;> fin_cases j <;> simp [total, Matrix.mulVec, dotProduct,
        Fintype.sum_prod_type, Fin.sum_univ_three, Matrix.one_apply, singlet, amplitude, spinZ]
    -- a fixed state is a multiple of the singlet
    rw [singletProjector_mulVec] at h
    exact ⟨by rw [← h, Matrix.mulVec_smul, hx, smul_zero],
      by rw [← h, Matrix.mulVec_smul, hy, smul_zero],
      by rw [← h, Matrix.mulVec_smul, hz, smul_zero]⟩
  · rintro ⟨hx, hy, hz⟩
    have h0 : ((4 : ℂ) • 1 + (2 : ℂ) • coupling) *ᵥ v = 0 := by
      rw [← total_spin_sq]
      simp only [Matrix.add_mulVec, ← Matrix.mulVec_mulVec, hx, hy, hz, Matrix.mulVec_zero,
        add_zero]
    -- the projector is the identity plus the matrix `(X - 2)/6` times the squared total spin
    have hf : singletProjector = 1 + ((1 / 6 : ℂ) • (coupling - (2 : ℂ) • 1)) *
        ((4 : ℂ) • 1 + (2 : ℂ) • coupling) := by
      simp only [singletProjector, smul_mul_assoc, mul_smul_comm, mul_add, sub_mul, one_mul,
        mul_one]
      module
    rw [hf, Matrix.add_mulVec, Matrix.one_mulVec, ← Matrix.mulVec_mulVec, h0,
      Matrix.mulVec_zero, add_zero]

end

end SpinOneSinglet
```

```lean
#print axioms SpinOneSinglet.spin_commutators
#print axioms SpinOneSinglet.singletProjector_isProjector
#print axioms SpinOneSinglet.singletProjector_fixed_iff
```

```
'SpinOneSinglet.spin_commutators' depends on axioms: [propext, Classical.choice, Quot.sound]
'SpinOneSinglet.singletProjector_isProjector' depends on axioms: [propext, Classical.choice, Quot.sound]
'SpinOneSinglet.singletProjector_fixed_iff' depends on axioms: [propext, Classical.choice, Quot.sound]
```

The matrices `spinX`, `spinY` and `spinZ` are the standard ones, with indices $0,1,2$ of `Fin 3` standing for $m=1,0,-1$. The theorems `spin_commutators` and `spin_casimir` confirm that they obey the angular momentum algebra and have $\mathbf J^2=2$. Because the matrices are $3\times3$, each particle is described by its three spin states and nothing else.

A pair index `p : Fin 3 × Fin 3` labels a product state, and a two-particle state is a function `v : Fin 3 × Fin 3 → ℂ`, with no normalisation required. The symbol `⊗ₖ` is the Kronecker product, `coupling` is $X$, and `total A` is $A\otimes1+1\otimes A$. The name `singletProjector` assumes nothing: it is defined as $(X^2-1)/3$. The vector `singlet` is the unnormalised $s$. The product `⬝ᵥ` does not conjugate its left argument, but the amplitudes of $s$ are real, so `singlet ⬝ᵥ v` is $\langle s|v\rangle$.

The theorem `singletProjector_isProjector` has four parts: $P$ is Hermitian, $P^2=P$, the range of $P$ as a linear map is the complex span of $s$, and this range has dimension one. The first two together say that $P$ is an orthogonal projector. The theorem `singletProjector_fixed_iff` says, for every $v$, that $Pv=v$ holds exactly when the three total-spin components annihilate $v$.

The statements concern two spins of length 1 on their nine-dimensional space. They contain no Hamiltonian, no orbital degrees of freedom and no lattice. Whether a given material or molecule is well described by such spins is a separate physical question.

## How the proof follows the algebra

The lemma `coupling_apply` is the passage to ladder form. Its local facts `hx`, `hy` and `hz` express the spin matrices through the integer matrices `step`, which is $S$, and `weight`, which is $J_z$. The `linear_combination` step then uses $i^2=-1$ to cancel the double-raising and double-lowering terms, and $(1/\sqrt2)^2=1/2$, from `halfRoot_mul_self`, to give the mixed terms the coefficient one.

In `singletProjector_apply`, the statement `key` is $X^2=1+|s\rangle\langle s|$ for integer entries. Where the derivation above splits the space by $M$, `decide +kernel` evaluates all 81 entries. The identity is then carried over to complex numbers and divided by three. The lemma `singlet_dot` supplies $\langle s|s\rangle=3$, and `singletProjector_mulVec` is the formula $Pv=\tfrac13\langle s|v\rangle s$.

For the range, `singletProjector_isProjector` proves two inclusions: each $Pv$ is a multiple of $s$, and $s=Ps$ lies in the range. Idempotence comes from pulling the constant factors out of the sum over intermediate states and inserting the norm 3. The dimension is that of the span of a nonzero vector.

The lemma `total_spin_sq` first expands the square of `total A` for a general matrix $A$, then inserts `spin_casimir` for each particle to obtain $T=4+2X$. In `singletProjector_fixed_iff`, the forward direction computes the action of each total component on $s$ entry by entry, working with $J_x$ and $J_y$ directly instead of raising and lowering. It then uses the fact that a fixed $v$ is a multiple of $s$. For the reverse direction, `h0` is $Tv=0$ and `hf` is the factorisation $P=1+\tfrac16(X-2)T$. Applying `hf` to $v$ leaves $Pv=v$.
